# For diagonalizable v, the weighted shifted Hubbard–Stratonovich propagator averages to exp(v²/2) for every complex force bias

Let $v$ and $b$ be complex numbers and $x$ a standard normal variable: the product $e^{xb-b^2/2}\,e^{(x-b)v}=e^{x(b+v)-b^2/2-bv}$ has the average $e^{(b+v)^2/2-b^2/2-bv}=e^{v^2/2}$, from which the shift $b$ has cancelled. The Lean file below proves the same cancellation when $v$ is a diagonalizable complex matrix, and then applies it to imaginary-time steps and to a second step whose shift depends on the first field.

```lean
import Mathlib

open MeasureTheory ProbabilityTheory

namespace ShiftedHubbardStratonovich

noncomputable section

variable {n : Type*} [Fintype n] [DecidableEq n]

/-- The law of one auxiliary field: the standard normal distribution. -/
local notation "γ" => gaussianReal 0 1

/-- The random matrix `F x` has the entrywise average `M` over a standard normal field `x`,
every entry being integrable. -/
def HasGaussianAverage (F : ℝ → Matrix n n ℂ) (M : Matrix n n ℂ) : Prop :=
  ∀ i j, Integrable (fun x => F x i j) γ ∧ ∫ x, F x i j ∂γ = M i j

/-- A matrix is diagonalizable if an invertible change of basis makes it diagonal. -/
def Diagonalizable (v : Matrix n n ℂ) : Prop :=
  ∃ (P : (Matrix n n ℂ)ˣ) (d : n → ℂ),
    v = (P : Matrix n n ℂ) * Matrix.diagonal d * ((P⁻¹ : (Matrix n n ℂ)ˣ) : Matrix n n ℂ)

/-- The reweighting factor `exp(x b - b²/2)` of a field `x` for the complex shift `b`. -/
def weight (b : ℂ) (x : ℝ) : ℂ := Complex.exp (x * b - b ^ 2 / 2)

/-- The weighted one-step propagator `exp(x b - b²/2) exp((x - b) v)` with force bias `b`. -/
def shiftedPropagator (v : Matrix n n ℂ) (b : ℂ) (x : ℝ) : Matrix n n ℂ :=
  weight b x • NormedSpace.exp (((x : ℂ) - b) • v)

/-- For complex `z` and `c`, the function `exp(x z + c)` of a standard normal `x` is integrable
and has the average `exp(z²/2 + c)`. -/
theorem gaussian_exp_affine (z c : ℂ) :
    Integrable (fun x : ℝ => Complex.exp (x * z + c)) γ ∧
      ∫ x : ℝ, Complex.exp (x * z + c) ∂γ = Complex.exp (z ^ 2 / 2 + c) := by
  have hI : Integrable (fun x : ℝ => Complex.exp (z * x)) γ :=
    (integrable_exp_mul_gaussianReal z.re).mono'
      (Continuous.aestronglyMeasurable (by fun_prop))
      (ae_of_all _ fun x => by simp [Complex.norm_exp])
  have hV : ∫ x : ℝ, Complex.exp (z * x) ∂γ = Complex.exp (z ^ 2 / 2) := by
    simpa [complexMGF] using complexMGF_id_gaussianReal (μ := 0) (v := 1) z
  have hf : (fun x : ℝ => Complex.exp (x * z + c)) =
      fun x : ℝ => Complex.exp (z * x) * Complex.exp c := by
    funext x
    rw [Complex.exp_add, mul_comm (x : ℂ) z]
  rw [hf]
  exact ⟨hI.mul_const _, by rw [integral_mul_const, hV, Complex.exp_add]⟩

omit [DecidableEq n] in
/-- If `F x` has the entrywise average `M`, with integrable entries, then `A * F x * B` has the
entrywise average `A * M * B` for fixed matrices `A` and `B`, again with integrable entries. -/
theorem HasGaussianAverage.mul_mul {F : ℝ → Matrix n n ℂ} {M : Matrix n n ℂ}
    (h : HasGaussianAverage F M) (A B : Matrix n n ℂ) :
    HasGaussianAverage (fun x => A * F x * B) (A * M * B) := by
  intro i j
  have e : ∀ N : Matrix n n ℂ, (A * N * B) i j = ∑ l, ∑ k, A i k * N k l * B l j := by
    intro N
    simp only [Matrix.mul_apply, Finset.sum_mul]
  have hint : ∀ l k, Integrable (fun x => A i k * F x k l * B l j) γ :=
    fun l k => ((h k l).1.const_mul _).mul_const _
  simp only [e]
  refine ⟨integrable_finsetSum _ fun l _ => integrable_finsetSum _ fun k _ => hint l k, ?_⟩
  rw [integral_finsetSum _ fun l _ => integrable_finsetSum _ fun k _ => hint l k]
  refine Finset.sum_congr rfl fun l _ => ?_
  rw [integral_finsetSum _ fun k _ => hint l k]
  refine Finset.sum_congr rfl fun k _ => ?_
  rw [integral_mul_const, integral_const_mul, (h k l).2]

/-- The exponential of a diagonalized matrix is obtained by exponentiating its eigenvalues. -/
theorem exp_conj_diagonal (P : (Matrix n n ℂ)ˣ) (d : n → ℂ) :
    NormedSpace.exp ((P : Matrix n n ℂ) * Matrix.diagonal d *
        ((P⁻¹ : (Matrix n n ℂ)ˣ) : Matrix n n ℂ)) =
      (P : Matrix n n ℂ) * Matrix.diagonal (fun k => Complex.exp (d k)) *
        ((P⁻¹ : (Matrix n n ℂ)ˣ) : Matrix n n ℂ) := by
  have h : NormedSpace.exp d = fun k => Complex.exp (d k) := by
    funext k
    rw [Complex.exp_eq_exp_ℂ]
    exact NormedSpace.map_exp (Pi.evalRingHom (fun _ : n => ℂ) k) (continuous_apply k) d
  rw [Matrix.exp_units_conj, Matrix.exp_diagonal, h]

/-- If the weight is built with a shift `a` and the propagator of a diagonalizable `v` with a
shift `b`, the average is `exp(v²/2 + (a - b) v)`. -/
theorem average_of_two_shifts {v : Matrix n n ℂ} (hv : Diagonalizable v) (a b : ℂ) :
    HasGaussianAverage (fun x => weight a x • NormedSpace.exp (((x : ℂ) - b) • v))
      (NormedSpace.exp ((1 / 2 : ℂ) • v ^ 2 + (a - b) • v)) := by
  obtain ⟨P, d, rfl⟩ := hv
  -- In the eigenbasis each diagonal entry is a scalar Gaussian average.
  have hD : HasGaussianAverage
      (fun x : ℝ => Matrix.diagonal fun k =>
        Complex.exp (x * (a + d k) + (-a ^ 2 / 2 - b * d k)))
      (Matrix.diagonal fun k => Complex.exp (d k ^ 2 / 2 + (a - b) * d k)) := by
    intro i j
    rcases eq_or_ne i j with rfl | h
    · simp only [Matrix.diagonal_apply_eq]
      refine ⟨(gaussian_exp_affine _ _).1, (gaussian_exp_affine _ _).2.trans ?_⟩
      congr 1
      ring
    · simp [Matrix.diagonal_apply_ne _ h]
  have hsq : ((P : Matrix n n ℂ) * Matrix.diagonal d *
      ((P⁻¹ : (Matrix n n ℂ)ˣ) : Matrix n n ℂ)) ^ 2 =
      (P : Matrix n n ℂ) * Matrix.diagonal (fun k => d k * d k) *
        ((P⁻¹ : (Matrix n n ℂ)ˣ) : Matrix n n ℂ) := by
    rw [← Matrix.diagonal_mul_diagonal, pow_two]
    simp only [mul_assoc, Units.inv_mul_cancel_left]
  have hdiag : Matrix.diagonal (fun k => d k ^ 2 / 2 + (a - b) * d k) =
      (1 / 2 : ℂ) • Matrix.diagonal (fun k => d k * d k) + (a - b) • Matrix.diagonal d := by
    ext i j
    rcases eq_or_ne i j with rfl | h
    · simp only [Matrix.diagonal_apply_eq, Matrix.add_apply, Matrix.smul_apply, smul_eq_mul]
      ring
    · simp [Matrix.diagonal_apply_ne _ h]
  -- Return to the original basis.
  convert hD.mul_mul (P : Matrix n n ℂ) ((P⁻¹ : (Matrix n n ℂ)ˣ) : Matrix n n ℂ) using 1
  · funext x
    rw [← Matrix.smul_mul, ← Matrix.mul_smul, ← Matrix.diagonal_smul, exp_conj_diagonal,
      ← Matrix.smul_mul, ← Matrix.mul_smul, ← Matrix.diagonal_smul]
    congr 3
    funext k
    simp only [weight, Pi.smul_apply, smul_eq_mul]
    rw [← Complex.exp_add]
    congr 1
    ring
  · rw [← exp_conj_diagonal, hdiag, hsq]
    simp only [mul_add, add_mul, Matrix.mul_smul, Matrix.smul_mul]

/-- For a diagonalizable matrix `v` and every complex force bias `b`, the weighted shifted
propagator averages to `exp(v²/2)`. -/
theorem shifted_propagator_exact {v : Matrix n n ℂ} (hv : Diagonalizable v) (b : ℂ) :
    HasGaussianAverage (shiftedPropagator v b) (NormedSpace.exp ((1 / 2 : ℂ) • v ^ 2)) := by
  have h := average_of_two_shifts hv b b
  rw [sub_self, zero_smul, add_zero] at h
  exact h

/-- Every complex multiple of a Hermitian matrix is diagonalizable. -/
theorem diagonalizable_smul_hermitian {A : Matrix n n ℂ} (hA : A.IsHermitian) (c : ℂ) :
    Diagonalizable (c • A) := by
  have h := hA.spectral_theorem
  rw [Unitary.conjStarAlgAut_apply] at h
  let U : Matrix n n ℂ := hA.eigenvectorUnitary
  refine ⟨⟨U, star U, Matrix.mem_unitaryGroup_iff.mp hA.eigenvectorUnitary.2,
    Matrix.mem_unitaryGroup_iff'.mp hA.eigenvectorUnitary.2⟩,
    c • (RCLike.ofReal ∘ hA.eigenvalues), ?_⟩
  rw [Matrix.diagonal_smul, Matrix.mul_smul, Matrix.smul_mul]
  exact congrArg (fun M => c • M) h

/-- For a Hermitian matrix `A` and a time step `τ ≥ 0`, the choice `v = i √τ A` gives the
imaginary-time propagator `exp(-τ A²/2)` on average, for every complex force bias `b`. -/
theorem imaginary_time_propagator {A : Matrix n n ℂ} (hA : A.IsHermitian) {τ : ℝ}
    (hτ : 0 ≤ τ) (b : ℂ) :
    HasGaussianAverage (shiftedPropagator ((Complex.I * (√τ : ℝ)) • A) b)
      (NormedSpace.exp ((-(τ / 2) : ℂ) • A ^ 2)) := by
  have h := shifted_propagator_exact (diagonalizable_smul_hermitian hA (Complex.I * (√τ : ℝ))) b
  have hc : (1 / 2 : ℂ) * (Complex.I * (√τ : ℝ)) ^ 2 = -(τ / 2) := by
    rw [mul_pow, Complex.I_sq, ← Complex.ofReal_pow, Real.sq_sqrt hτ]
    ring
  rwa [smul_pow, smul_smul, hc] at h

/-- Two successive steps with diagonalizable `v` and `w` average to `exp(w²/2) exp(v²/2)`, the
second field being averaged first, even if the second force bias depends on the first field. -/
theorem adaptive_two_step_exact {v w : Matrix n n ℂ} (hv : Diagonalizable v)
    (hw : Diagonalizable w) (b₀ : ℂ) (b : ℝ → ℂ) :
    (∀ x, HasGaussianAverage (fun y => shiftedPropagator w (b x) y * shiftedPropagator v b₀ x)
      (NormedSpace.exp ((1 / 2 : ℂ) • w ^ 2) * shiftedPropagator v b₀ x)) ∧
    HasGaussianAverage
      (fun x => Matrix.of fun i j =>
        ∫ y, (shiftedPropagator w (b x) y * shiftedPropagator v b₀ x) i j ∂γ)
      (NormedSpace.exp ((1 / 2 : ℂ) • w ^ 2) * NormedSpace.exp ((1 / 2 : ℂ) • v ^ 2)) := by
  -- For a fixed first field the second bias is just a number.
  have inner : ∀ x, HasGaussianAverage
      (fun y => shiftedPropagator w (b x) y * shiftedPropagator v b₀ x)
      (NormedSpace.exp ((1 / 2 : ℂ) • w ^ 2) * shiftedPropagator v b₀ x) := by
    intro x
    simpa only [one_mul] using
      (shifted_propagator_exact hw (b x)).mul_mul 1 (shiftedPropagator v b₀ x)
  refine ⟨inner, ?_⟩
  have hE : (fun x => Matrix.of fun i j =>
      ∫ y, (shiftedPropagator w (b x) y * shiftedPropagator v b₀ x) i j ∂γ) =
      fun x => NormedSpace.exp ((1 / 2 : ℂ) • w ^ 2) * shiftedPropagator v b₀ x := by
    funext x
    ext i j
    exact (inner x i j).2
  rw [hE]
  simpa only [mul_one] using
    (shifted_propagator_exact hv b₀).mul_mul (NormedSpace.exp ((1 / 2 : ℂ) • w ^ 2)) 1

end

end ShiftedHubbardStratonovich
```

```lean
#print axioms ShiftedHubbardStratonovich.shifted_propagator_exact
#print axioms ShiftedHubbardStratonovich.imaginary_time_propagator
#print axioms ShiftedHubbardStratonovich.adaptive_two_step_exact
```

```
'ShiftedHubbardStratonovich.shifted_propagator_exact' depends on axioms: [propext, Classical.choice, Quot.sound]
'ShiftedHubbardStratonovich.imaginary_time_propagator' depends on axioms: [propext, Classical.choice, Quot.sound]
'ShiftedHubbardStratonovich.adaptive_two_step_exact' depends on axioms: [propext, Classical.choice, Quot.sound]
```

## An average taken entry by entry

The auxiliary field $x$ has the law `gaussianReal 0 1`, the normal distribution with mean 0 and variance 1, abbreviated `γ`. Write $\mathbb E_x$ for the average over it. The matrices are square and complex, with rows and columns labelled by a finite type `n`.

For a matrix-valued function $F$ of the field, `HasGaussianAverage F M` says that every entry $F(x)_{ij}$ is integrable and that its integral is $M_{ij}$. `Diagonalizable v` says that $v=PDP^{-1}$ with $P$ invertible and $D=\mathrm{diag}(d_k)$. The eigenvalues $d_k$ may be complex, and the eigenvectors need not be orthogonal.

The function `weight b x` is the scalar $e^{xb-b^2/2}$, and `shiftedPropagator v b x` is
$$S_v(b,x)=e^{xb-b^2/2}\,e^{(x-b)v},$$
with the full matrix exponential and no short-time expansion. The main theorem, `shifted_propagator_exact`, states that for diagonalizable $v$ and every complex $b$,
$$\mathbb E_x[S_v(b,x)]=e^{v^2/2}.$$
Here $b$ is a fixed number: it may not depend on the field $x$ that it shifts.

## Force bias in an imaginary-time step

In auxiliary-field Monte Carlo, a Hamiltonian term $\tfrac12A^2$ with $A$ Hermitian contributes the factor $e^{-\tau A^2/2}$ to a time step $\tau$. The choice $v=i\sqrt\tau\,A$ gives $v^2/2=-\tau A^2/2$, so a random exponential that is linear in $A$ replaces one that is quadratic in $A$. This is `imaginary_time_propagator`, valid for $\tau\ge0$ and every complex $b$.

The force bias $b$ steers the field towards values that matter for the trial state. For $v=i\sqrt\tau\,A$ the useful shifts are in general complex, which is why a theorem for real $b$ would be too narrow. In simulation practice the result means that, for this finite-dimensional step before any constraint is imposed, the choice of force bias can change the statistical fluctuations but not the mean.

The space on which $A$ acts matters. To represent a two-body interaction, let `n` label all Slater determinants of two or more particles, their number being fixed, in a finite set of orthonormal orbitals, and let $A$ be the matrix of a one-body operator on these orbitals in that many-particle basis. The matrix $A^2$ then represents the square of the operator, which contains two-body terms. In a truncated set of determinants this can fail. If $A$ is only the matrix between single-particle orbitals, $A^2$ is again a single-particle matrix. The theorem then averages the orbital transformation, which is different from averaging the Slater determinants built from it.

The phaseless constraint, which discards phase information and generally introduces a systematic error, does not enter the model. Neither do population control and finite sampling.

## The Gaussian integral and the change of basis

**The scalar average.** For complex $z$ and $c$,
$$\mathbb E_x[e^{xz+c}]=\frac{e^c}{\sqrt{2\pi}}\int_{-\infty}^{\infty}e^{xz-x^2/2}\,dx=\frac{e^{c+z^2/2}}{\sqrt{2\pi}}\int_{-\infty}^{\infty}e^{-(x-z)^2/2}\,dx=e^{z^2/2+c}.$$
The last integral equals $\sqrt{2\pi}$ even for complex $z$, because the Gaussian is entire and decays at both ends of the strip across which the contour is moved. The integrand is integrable because $|e^{xz}|=e^{x\,\mathrm{Re}\,z}$.

In Lean this is `gaussian_exp_affine`. It obtains integrability from the same bound on the modulus, and the value from Mathlib's complex moment generating function of the normal law. The constant factor $e^c$ is then taken out of the integral.

**The eigenbasis.** It is instructive to let the weight carry a shift $a$ and the propagator a shift $b$. With $v=PDP^{-1}$, every power of $v$ has the form $v^m=PD^mP^{-1}$, so
$$e^{xa-a^2/2}\,e^{(x-b)v}=P\,\mathrm{diag}\!\left(e^{x(a+d_k)-a^2/2-bd_k}\right)P^{-1}.$$
By the scalar formula with $z=a+d_k$ and $c=-a^2/2-bd_k$, the $k$-th diagonal entry has an average with exponent
$$\frac{(a+d_k)^2}{2}-\frac{a^2}{2}-bd_k=\frac{d_k^2}{2}+(a-b)d_k.$$
The off-diagonal entries are zero before and after averaging.

**Back to the original basis.** For fixed matrices $A$ and $B$,
$$(AF(x)B)_{ij}=\sum_l\sum_k A_{ik}F(x)_{kl}B_{lj}.$$
This is a finite sum of integrable functions, so the average passes through it and gives $(AMB)_{ij}$. With $A=P$ and $B=P^{-1}$, the result is
$$\mathbb E_x\!\left[e^{xa-a^2/2}\,e^{(x-b)v}\right]=e^{v^2/2+(a-b)v}.$$
Setting $a=b$ gives the main theorem. If the two shifts differ, the extra term $(a-b)v$ in the exponent shows the resulting error.

The Lean proof of `average_of_two_shifts` has the same structure. `hD` is the diagonal average, and its `ring` step is the identity between exponents displayed above. `hsq` and `hdiag` express $v^2$ and the final exponent in the eigenbasis. The lemma `HasGaussianAverage.mul_mul` supplies the finite-sum argument, and `exp_conj_diagonal` exponentiates the eigenvalues. The `convert` step leaves two equalities to prove, one for the random matrix and one for its average. `shifted_propagator_exact` then sets both shifts to `b`.

**Hermitian matrices.** The spectral theorem gives $A=U\Lambda U^\dagger$ with $U$ unitary and $\Lambda$ real and diagonal. Hence $cA=U(c\Lambda)U^\dagger$ for every complex $c$, which is `diagonalizable_smul_hermitian`. With $c=i\sqrt\tau$, the remaining calculation is $\tfrac12(i\sqrt\tau)^2=-\tau/2$, recorded as `hc`.

## A second bias that follows the first field

Now let a second step with matrix $w$ and field $y$ use a bias $b(x)$ chosen after $x$ is known, while the first step uses a fixed bias $b_0$. For given $x$, $b(x)$ is just a number and $S_v(b_0,x)$ is a fixed matrix, so
$$\mathbb E_y\!\left[S_w(b(x),y)\,S_v(b_0,x)\right]=e^{w^2/2}S_v(b_0,x).$$
The function $b$ has disappeared. Averaging over $x$ gives $e^{w^2/2}e^{v^2/2}$.

These are the two parts of `adaptive_two_step_exact`. The first is `inner`, and `hE` inserts it into the outer average. The matrices $v$ and $w$ need not commute, and their order is kept. The result is the product of two exponentials, so any time-step error from splitting a Hamiltonian into such factors remains.

The average is iterated, first over $y$ and then over $x$. That is weaker than integrability over both fields together. Since $\mathbb E_y|e^{yb-b^2/2}|=e^{(\mathrm{Im}\,b)^2/2}$, a bias whose imaginary part grows fast enough with $x$ can make the joint average of the modulus infinite. For a simulation that samples pairs $(x,y)$, it is enough that $b$ is measurable and has a bounded imaginary part: the joint average then exists and equals the iterated one.

## A negative time step, and matrices without an eigenbasis

The condition $\tau\ge0$ is needed in `imaginary_time_propagator`. Take the $1\times1$ matrix $A=1$ and $\tau=-2$. Lean's real square root of a negative number is 0, so $v=0$ and the average is 1, whereas the stated right-hand side would be $e^{-\tau/2}=e$.

Diagonalizability plays a different role: it serves the proof, and the identity itself extends to every square matrix. A version without this hypothesis could be modelled through the power series of $e^{(x-b)v}$. The scalar formula gives $\mathbb E_x[e^{xb-b^2/2}(x-b)^m]=\mathbb E_x[x^m]$ for every $m\ge0$, and summing these moments against $v^m/m!$ yields $e^{v^2/2}$. That formulation would include nilpotent matrices, but its proof would have to justify exchanging an infinite sum with the integral, where the eigenbasis needs only finite sums.
